# A k-body interaction that is nonnegative on distinct points gives any positive semidefinite density matrix a real, nonnegative determinantal energy, which is zero when the rank is below k

Should the k-body repulsion energy in Hartree-Fock theory be defined as a real number, or as a complex number that turns out to be real? I have a one-particle density matrix $D$ on a finite grid, with complex entries, and I build the energy by summing $w(x)\det D(x_i,x_j)$ over $k$-tuples of grid points, where $w$ is a repulsive interaction. Taking the real part in the definition would hide part of what I want to know.

Physically I expect the sum to be real and nonnegative, and to vanish when $D$ has rank below $k$, since there are then too few occupied orbitals for $k$ fermions to meet. I would like to see this argued rigorously and checked by machine, including whether zero energy conversely forces the rank to be small.

## Determinants on tuples of grid points

Keep the energy complex, and let its reality be a theorem. The proof needs only linear algebra.

Let $n$ be the finite set of grid points, and let $D$ be a complex matrix indexed by $n$ that is positive semidefinite: it is Hermitian and $v^\dagger D v\ge 0$ for every vector $v$. For a tuple $x=(x_0,\dots,x_{k-1})$ of grid points, let $D_x$ be the $k\times k$ matrix with entries $(D_x)_{ij}=D(x_i,x_j)$. The $k$-point density and the energy are

$$\rho(x)=\det D_x,\qquad E=\sum_{x} w(x)\,\rho(x),$$

where the sum runs over all ordered tuples and $w$ is real.

**Coinciding points.** If $x_i=x_j$ with $i\neq j$, rows $i$ and $j$ of $D_x$ are equal, so $\rho(x)=0$. This is Pauli exclusion. The value of $w$ on such a tuple has no influence on $E$.

**Positivity.** Let $S$ be the selection matrix with $S(y,j)=1$ if $y=x_j$ and $0$ otherwise. Then $D_x=S^{\dagger}DS$, and for every $c\in\mathbb C^k$

$$c^\dagger D_x c=(Sc)^\dagger D\,(Sc)\ge 0 .$$

So $D_x$ is Hermitian with nonnegative eigenvalues, and its determinant, the product of those eigenvalues, is real and nonnegative. If $w\ge 0$ on tuples of distinct points, every term of $E$ is real and nonnegative, and so is $E$.

**Small rank.** A product has rank at most that of either factor, so

$$\operatorname{rank}D_x\le\operatorname{rank}(DS)\le\operatorname{rank}D .$$

If $\operatorname{rank}D<k$, the $k\times k$ matrix $D_x$ is singular for every $x$. All the densities vanish, and $E=0$.

**The converse.** Suppose $\operatorname{rank}D\ge k$. Choose $k$ linearly independent columns of $D$, at distinct points $x_0,\dots,x_{k-1}$. If $\rho(x)$ were zero, there would be some $c\ne 0$ with $D_xc=0$. Put $u=Sc$. Then $u^\dagger Du=c^\dagger D_xc=0$. Writing $D=B^\dagger B$, which is possible because $D$ is positive semidefinite, we get $\|Bu\|^2=0$, hence $Bu=0$ and $Du=B^\dagger Bu=0$. Read at a grid point $y$, this says

$$\sum_j D(y,x_j)\,c_j=0\quad\text{for all }y,$$

which is a linear relation among the chosen columns, so $c=0$, a contradiction. Hence $\rho(x)>0$ for this tuple. If $w$ is strictly positive on distinct points, one term of $E$ is positive and none is negative, so $E>0$. For such $w$, then, $E=0$ holds exactly when $\operatorname{rank}D<k$.

**Exactly k orbitals.** Let $\Phi$ have columns $\varphi_0,\dots,\varphi_{k-1}$ and let $D=\Phi\Phi^\dagger$. With $\Phi_x$ the matrix of entries $\varphi_j(x_i)$, we have $D_x=\Phi_x\Phi_x^\dagger$, and therefore

$$E=\sum_x w(x)\,|\det\Phi_x|^2 .$$

For orthonormal orbitals the normalised Slater determinant is $\det\Phi_x/\sqrt{k!}$, so $E$ is $k!$ times the expectation value of $w$ in that state.

## The Lean file

```lean
import Mathlib

open Matrix
open scoped ComplexOrder

namespace KBodyRepulsion

variable {n : Type*} [Fintype n] {k : ℕ}

/-- The k-point density of a one-particle density matrix `D`: the determinant of the
entries `D (x i) (x j)` on a tuple of grid points. -/
def tupleDensity (D : Matrix n n ℂ) (x : Fin k → n) : ℂ :=
  (D.submatrix x x).det

/-- The k-body interaction energy: the k-point density weighted by the interaction `w`
and summed over all k-tuples of grid points. -/
def repulsion (w : (Fin k → n) → ℝ) (D : Matrix n n ℂ) : ℂ :=
  ∑ x, (w x : ℂ) * tupleDensity D x

omit [Fintype n] in
/-- Pauli exclusion: the k-point density vanishes when two of the points coincide. -/
theorem tupleDensity_eq_zero_of_not_injective (D : Matrix n n ℂ) {x : Fin k → n}
    (hx : ¬ Function.Injective x) : tupleDensity D x = 0 := by
  obtain ⟨i, j, hij, hne⟩ := Function.not_injective_iff.1 hx
  refine Matrix.det_zero_of_row_eq hne ?_
  funext l
  simp only [Matrix.submatrix_apply, hij]

/-- Restricting a matrix to a tuple of points is multiplication by selection matrices
on both sides. -/
theorem submatrix_factor [DecidableEq n] (D : Matrix n n ℂ) (x : Fin k → n) :
    D.submatrix x x =
      (1 : Matrix n n ℂ).submatrix x id * (D * (1 : Matrix n n ℂ).submatrix id x) := by
  ext i j
  simp [Matrix.mul_apply, Matrix.one_apply]

/-- A density matrix of rank below `k` has zero k-point density everywhere. -/
theorem tupleDensity_eq_zero_of_rank_lt (D : Matrix n n ℂ) (h : D.rank < k)
    (x : Fin k → n) : tupleDensity D x = 0 := by
  classical
  by_contra hne
  -- a nonzero determinant would force the submatrix to have full rank k
  have hu : IsUnit (D.submatrix x x) :=
    (Matrix.isUnit_iff_isUnit_det _).2 (isUnit_iff_ne_zero.2 hne)
  have hr := Matrix.rank_of_isUnit _ hu
  have h1 := Matrix.rank_mul_le_right ((1 : Matrix n n ℂ).submatrix x id)
    (D * (1 : Matrix n n ℂ).submatrix id x)
  have h2 := Matrix.rank_mul_le_left D ((1 : Matrix n n ℂ).submatrix id x)
  rw [← submatrix_factor, hr, Fintype.card_fin] at h1
  omega

/-- A positive semidefinite density matrix of rank at least `k` has a nonzero k-point
density at some tuple of distinct points. -/
theorem exists_tupleDensity_ne_zero {D : Matrix n n ℂ} (hD : D.PosSemidef)
    (hk : k ≤ D.rank) :
    ∃ x : Fin k → n, Function.Injective x ∧ tupleDensity D x ≠ 0 := by
  classical
  -- choose k linearly independent columns of D
  obtain ⟨x, hx, hli⟩ : ∃ x : Fin k → n, Function.Injective x ∧
      LinearIndependent ℂ (fun i => D.col (x i)) := by
    obtain ⟨κ, a, ha, hspan, hli⟩ := exists_linearIndependent' ℂ D.col
    have : Finite κ := Finite.of_injective a ha
    have := Fintype.ofFinite κ
    have hcard : D.rank = Fintype.card κ := by
      rw [Matrix.rank_eq_finrank_span_cols, ← hspan]
      exact finrank_span_eq_card hli
    obtain ⟨e⟩ : Nonempty (Fin k ↪ κ) :=
      Function.Embedding.nonempty_of_card_le (by rw [Fintype.card_fin, ← hcard]; exact hk)
    exact ⟨fun i => a (e i), ha.comp e.injective, hli.comp e e.injective⟩
  refine ⟨x, hx, fun hdet => ?_⟩
  have hdet' : (D.submatrix x x).det = 0 := hdet
  obtain ⟨c, hc, hz⟩ := Matrix.exists_mulVec_eq_zero_iff.2 hdet'
  -- the null vector, extended by zero to the grid, has zero quadratic form
  have hquad : star ((1 : Matrix n n ℂ).submatrix id x *ᵥ c) ⬝ᵥ
      (D *ᵥ ((1 : Matrix n n ℂ).submatrix id x *ᵥ c)) = 0 := by
    rw [Matrix.star_mulVec, ← Matrix.dotProduct_mulVec, Matrix.conjTranspose_submatrix,
      Matrix.conjTranspose_one]
    simp only [Matrix.mulVec_mulVec]
    rw [← submatrix_factor, hz, dotProduct_zero]
  -- by positivity D annihilates it, against the independence of the columns
  have hDu := (hD.dotProduct_mulVec_zero_iff _).1 hquad
  have hsel : D * (1 : Matrix n n ℂ).submatrix id x = D.submatrix id x := by
    ext i j
    simp [Matrix.mul_apply, Matrix.one_apply]
  rw [Matrix.mulVec_mulVec, hsel] at hDu
  apply hc
  funext i
  refine Fintype.linearIndependent_iff.1 hli c ?_ i
  funext y
  have hy := congrFun hDu y
  simpa [Matrix.mulVec, dotProduct, Finset.sum_apply, mul_comm] using hy

omit [Fintype n] in
/-- Each tuple contributes a nonnegative energy when the interaction is nonnegative
on distinct points. -/
theorem term_nonneg {D : Matrix n n ℂ} (hD : D.PosSemidef) {w : (Fin k → n) → ℝ}
    (hw : ∀ x, Function.Injective x → 0 ≤ w x) (x : Fin k → n) :
    0 ≤ (w x : ℂ) * tupleDensity D x := by
  by_cases hx : Function.Injective x
  · have hdet : 0 ≤ tupleDensity D x := (hD.submatrix x).det_nonneg
    exact mul_nonneg (Complex.zero_le_real.2 (hw x hx)) hdet
  · rw [tupleDensity_eq_zero_of_not_injective D hx, mul_zero]

/-- For a positive semidefinite density matrix and a k-body interaction nonnegative on
distinct points, the energy is real and nonnegative, and it vanishes if the rank is below `k`. -/
theorem repulsion_real_nonneg {D : Matrix n n ℂ} (hD : D.PosSemidef)
    {w : (Fin k → n) → ℝ} (hw : ∀ x, Function.Injective x → 0 ≤ w x) :
    (repulsion w D).im = 0 ∧ 0 ≤ (repulsion w D).re ∧
      (D.rank < k → repulsion w D = 0) := by
  have h : 0 ≤ repulsion w D := Finset.sum_nonneg fun x _ => term_nonneg hD hw x
  have h' := Complex.nonneg_iff.1 h
  refine ⟨h'.2.symm, h'.1, fun hr => ?_⟩
  exact Finset.sum_eq_zero fun x _ => by
    rw [tupleDensity_eq_zero_of_rank_lt D hr x, mul_zero]

/-- If the k-body interaction is strictly positive on distinct points, the energy of a
positive semidefinite density matrix vanishes exactly when its rank is below `k`. -/
theorem repulsion_eq_zero_iff {D : Matrix n n ℂ} (hD : D.PosSemidef)
    {w : (Fin k → n) → ℝ} (hw : ∀ x, Function.Injective x → 0 < w x) :
    repulsion w D = 0 ↔ D.rank < k := by
  have hw' : ∀ x, Function.Injective x → 0 ≤ w x := fun x hx => (hw x hx).le
  refine ⟨fun h => ?_, (repulsion_real_nonneg hD hw').2.2⟩
  by_contra hr
  obtain ⟨x, hx, hne⟩ := exists_tupleDensity_ne_zero hD (not_lt.1 hr)
  -- a vanishing sum of nonnegative terms has only vanishing terms
  have hterm := (Finset.sum_eq_zero_iff_of_nonneg
    (fun y _ => term_nonneg hD hw' y)).1 h x (Finset.mem_univ x)
  exact mul_ne_zero (Complex.ofReal_ne_zero.2 (hw x hx).ne') hne hterm

/-- For a density matrix built from `k` orbitals, the columns of `Φ`, the k-body energy is the sum
over all k-tuples of the interaction times the squared modulus of the determinant of orbital values.
-/
theorem repulsion_orbitals (w : (Fin k → n) → ℝ) (Φ : Matrix n (Fin k) ℂ) :
    repulsion w (Φ * Φᴴ) =
      ((∑ x, w x * ‖(Φ.submatrix x id).det‖ ^ 2 : ℝ) : ℂ) := by
  rw [Complex.ofReal_sum]
  refine Finset.sum_congr rfl fun x _ => ?_
  have hfac : (Φ * Φᴴ).submatrix x x = Φ.submatrix x id * (Φ.submatrix x id)ᴴ := by
    ext i j
    simp [Matrix.mul_apply]
  rw [tupleDensity, hfac, Matrix.det_mul, Matrix.det_conjTranspose, Complex.star_def,
    Complex.mul_conj, Complex.normSq_eq_norm_sq, Complex.ofReal_mul]

end KBodyRepulsion
```

```lean
#print axioms KBodyRepulsion.repulsion_real_nonneg
#print axioms KBodyRepulsion.repulsion_eq_zero_iff
#print axioms KBodyRepulsion.repulsion_orbitals
```

```
'KBodyRepulsion.repulsion_real_nonneg' depends on axioms: [propext, Classical.choice, Quot.sound]
'KBodyRepulsion.repulsion_eq_zero_iff' depends on axioms: [propext, Classical.choice, Quot.sound]
'KBodyRepulsion.repulsion_orbitals' depends on axioms: [propext, Classical.choice, Quot.sound]
```

## What the theorems assume about D and w

The finite type `n` is the grid. Its elements may be positions, for spinless or fully spin-polarised fermions, or pairs of position and spin; for $k\ge 2$ the determinant built from a spin-summed density matrix is in general not the $k$-point density. When the points carry spin, two electrons of opposite spin at one position occupy distinct points, and the condition on `w` applies to them. A tuple is a function `x : Fin k → n`, with indices from $0$ to $k-1$, and `Function.Injective x` says that its points are distinct. `tupleDensity D x` is $\rho(x)$, and `repulsion w D` is $E$.

The interaction `w` takes real values, while `repulsion` takes complex ones. Accordingly, `repulsion_real_nonneg` has three conclusions: the imaginary part is zero, the real part is nonnegative, and the energy is zero if `D.rank < k`. Its hypotheses are `D.PosSemidef`, which includes Hermiticity, and $w\ge0$ on tuples of distinct points. The latter is what repulsion means here. On coinciding points `w` may have any real value, so a Coulomb-like interaction can be given an arbitrary finite value there. The value for opposite spins at one position is not of this kind, and it does enter $E$.

`repulsion_eq_zero_iff` strengthens the condition to $w>0$ on distinct points and gives the equivalence with `D.rank < k`. Strict positivity matters for a short-ranged interaction, which can be zero on every tuple where the density is nonzero. `repulsion_orbitals` is the orbital formula. It needs no sign condition on `w` and no orthonormality of the columns of `Φ`, but the number of orbitals equals the order $k$ of the interaction.

Several conventions are fixed by the definitions. The sum runs over ordered tuples without a factor $1/k!$, so for a symmetric `w` the usual energy, which counts each set of $k$ particles once, is $E/k!$. The interaction is diagonal on the grid; a general basis with off-diagonal interaction integrals is not treated. Neither the trace of $D$ nor the upper bound $1$ on its occupation numbers is imposed.

The determinant formula for the $k$-point density is itself a definition here. It holds for a Slater determinant, whereas for $k\ge 2$ a correlated state generally has a $k$-point density that its one-particle density matrix does not determine. The continuum limit is not treated either.

For Hartree-Fock theory on a finite grid with a diagonal pair interaction, the case $k=2$ says that direct minus exchange energy is nonnegative for a repulsive interaction:

$$E=\sum_{x_0,x_1}w(x_0,x_1)\left(D(x_0,x_0)D(x_1,x_1)-|D(x_0,x_1)|^2\right).$$

If $D$ has rank one, the two contributions cancel exactly, so an electron in a single spin-orbital does not repel itself. A doubly occupied spatial orbital consists of two spin-orbitals and gives a $D$ of rank two.

The smallest physical case is $k=1$, where $E=\sum_{x_0} w(x_0)D(x_0,x_0)$ is the energy of a density in an external potential. For a strictly positive potential it vanishes exactly when $D=0$, the only matrix of rank below one.

## How selection matrices carry the proof

`tupleDensity_eq_zero_of_not_injective` extracts two positions in the tuple with the same grid point and applies the fact that a matrix with two equal rows has determinant zero. Neither positivity nor finiteness of the grid is used.

`submatrix_factor` is the identity $D_x=S^\dagger DS$. In Lean, $S$ is `(1 : Matrix n n ℂ).submatrix id x`, the identity matrix with its columns selected by `x`, and the left factor selects rows in the same way. The product is bracketed as $S^\dagger(DS)$ so that the rank bounds can be applied one after the other.

`tupleDensity_eq_zero_of_rank_lt` argues by contradiction. A nonzero determinant would make $D_x$ invertible, hence of rank $k$. The two inequalities `h1` and `h2` bound that rank by the rank of $DS$ and then by the rank of $D$, and `omega` finds the conflict with `D.rank < k`. The lemma holds for every complex matrix $D$; positivity plays no part in this direction.

`exists_tupleDensity_ne_zero` is the converse argument. Its first block takes a linearly independent family of columns with the same span as all the columns. The size of that family is the rank, so $k$ of its members can be picked out, and their positions form the injective tuple `x`. Assuming the determinant is zero, `Matrix.exists_mulVec_eq_zero_iff` supplies the nonzero null vector `c`. The step `hquad` computes $(Sc)^\dagger D(Sc)=0$ by moving $S^\dagger$ across the product and using `submatrix_factor`. Then `hD.dotProduct_mulVec_zero_iff` gives $D(Sc)=0$, the step obtained above from $D=B^\dagger B$. The identity `hsel` recognises $DS$ as the matrix of chosen columns, and their independence forces every component of `c` to be zero.

`term_nonneg` splits on whether the points are distinct. If they are, `hD.submatrix x` says that $D_x$ is positive semidefinite, `det_nonneg` gives its determinant the right sign, and the hypothesis on `w` does the rest. If they are not, the term is zero by exclusion.

The main theorem adds up these terms with `Finset.sum_nonneg`. The order on complex numbers opened by `ComplexOrder` makes $0\le z$ mean that $z$ has nonnegative real part and zero imaginary part, so the single inequality `0 ≤ repulsion w D` contains both claims, and `Complex.nonneg_iff` separates them. The vanishing claim follows term by term from the rank lemma.

For `repulsion_eq_zero_iff`, one direction is already part of the main theorem. In the other, a sum of nonnegative terms that equals zero has only zero terms, by `Finset.sum_eq_zero_iff_of_nonneg`. If the rank were at least $k$, the tuple found above would contribute a product of two nonzero factors, which is impossible.

Finally, `repulsion_orbitals` compares the two sums tuple by tuple. The step `hfac` is $D_x=\Phi_x\Phi_x^\dagger$. Multiplicativity of the determinant then turns $\rho(x)$ into $\det\Phi_x$ times its complex conjugate, which is the squared modulus.
